# Away from the origin, a differentiable potential with $x\cdot\nabla V=kV$ obeys $V(sx)=s^kV(x)$ for $s>0$

When a Monte Carlo code stretches or shrinks an isolated cluster, it multiplies all coordinates by a common factor $s>0$ and needs the new potential energy. If the potential is homogeneous of degree $k$, the code can multiply the old energy by $s^k$ and skip the sum over pairs. A virial $x\cdot\nabla V$ equal to $k$ times the energy $V$, with $x$ the list of all coordinates, is enough to justify this step, provided that the potential is differentiable and the relation holds, with the same $k$, at every configuration along the scaling path.

## From the virial relation to the scaling law

Let $x$ collect all the coordinates, let $V(x)$ be the potential energy, and write

$$W(x)=\langle x,\nabla V(x)\rangle=\sum_i \mathbf r_i\cdot\nabla_i V ,$$

where $\mathbf r_i$ is the position of particle $i$. If $V$ is differentiable at every $x\neq0$ and $W(x)=kV(x)$ there for a fixed real $k$, then

$$V(sx)=s^k\,V(x)\qquad (x\neq 0,\ s>0).$$

The symbol $W$ needs care: with forces $\mathbf F_i=-\nabla_iV$ it equals $-\sum_i\mathbf r_i\cdot\mathbf F_i$, whereas many codes store the opposite sign or include a factor $1/2$ or $1/3$.

For a written-out sum of inverse powers $r^{-n}$, the scaling with $k=-n$ is visible from the formula; for the $1/r$ Coulomb interaction $k=-1$. Such potentials diverge wherever two particles meet, which can happen at $x\neq0$; for them both the hypotheses and the law are restricted to configurations in which no two particles coincide. The result serves when the virial relation is what is known about $V$. Euler's theorem on homogeneous functions is usually quoted in the other direction, from scaling to the virial relation; what is proved here is the converse.

## The scaled energy is constant along a ray

Fix $x\neq0$. By the chain rule,

$$\frac{d}{ds}V(sx)=\langle x,\nabla V(sx)\rangle=\frac1s\langle sx,\nabla V(sx)\rangle=\frac{W(sx)}{s}.$$

Now set $g(s)=s^{-k}V(sx)$. The product rule gives

$$g'(s)=-k\,s^{-k-1}V(sx)+s^{-k}\frac{W(sx)}{s}
=s^{-k-1}\bigl[W(sx)-kV(sx)\bigr].$$

The bracket vanishes for every $s>0$, so $g$ is constant on the positive half-line. Hence $s^{-k}V(sx)=g(1)=V(x)$, and multiplication by $s^k$ gives the scaling law.

Two consequences follow quickly. If $V=c$ on the whole unit sphere, write $x=\|x\|u$ with $\|u\|=1$; then $V(x)=\|x\|^kV(u)=c\|x\|^k$. If instead the virial is a constant, $W=c$, then $V(sx)-c\log s$ has derivative $c/s-c/s=0$, so $V(sx)=V(x)+c\log s$. The relative coordinate of two point charges in two dimensions, with their logarithmic interaction, is an example.

## Lean proof for Hilbert spaces and for N particles

```lean
import Mathlib

open scoped InnerProductSpace

namespace VirialHomogeneity

noncomputable section

variable {E : Type*} [NormedAddCommGroup E] [InnerProductSpace ℝ E] [CompleteSpace E]

/-- The virial of a potential `V` at the configuration `x`: the inner product of `x` with the
gradient of `V`. -/
def virial (V : E → ℝ) (x : E) : ℝ := ⟪x, gradient V x⟫_ℝ

/-- The virial is the derivative of the potential at `x` in the direction of `x` itself. -/
theorem virial_eq_fderiv (V : E → ℝ) (x : E) : virial V x = fderiv ℝ V x x := by
  unfold virial gradient
  rw [real_inner_comm]
  exact InnerProductSpace.toDual_symm_apply

/-- When a configuration is scaled by a factor `s ≠ 0` and `V` is differentiable at the scaled
configuration, the energy changes with `s` at a rate equal to the virial at the scaled configuration
divided by `s`. -/
theorem hasDerivAt_scaling {V : E → ℝ} {x : E} {s : ℝ} (hs : s ≠ 0)
    (hV : DifferentiableAt ℝ V (s • x)) :
    HasDerivAt (fun t : ℝ => V (t • x)) (virial V (s • x) / s) s := by
  have hray : HasDerivAt (fun t : ℝ => t • x) x s := by
    simpa using (hasDerivAt_id s).smul_const x
  -- chain rule along the ray through `x`
  have h : HasDerivAt (fun t : ℝ => V (t • x)) (fderiv ℝ V (s • x) x) s :=
    hV.hasFDerivAt.comp_hasDerivAt s hray
  refine h.congr_deriv ?_
  rw [virial_eq_fderiv, map_smul, smul_eq_mul, mul_div_cancel_left₀ _ hs]

/-- For `s > 0` and `V` differentiable at `s x`, the reduced energy `s^(-k) V(s x)` changes
with `s` in proportion to the virial defect, the virial minus `k V`, at `s x`. -/
theorem hasDerivAt_reduced_energy {V : E → ℝ} {x : E} {s : ℝ} (k : ℝ) (hs : 0 < s)
    (hV : DifferentiableAt ℝ V (s • x)) :
    HasDerivAt (fun t : ℝ => t ^ (-k) * V (t • x))
      (s ^ (-k - 1) * (virial V (s • x) - k * V (s • x))) s := by
  have hpow : HasDerivAt (fun t : ℝ => t ^ (-k)) (-k * s ^ (-k - 1)) s :=
    Real.hasDerivAt_rpow_const (Or.inl hs.ne')
  refine (hpow.fun_mul (hasDerivAt_scaling hs.ne' hV)).congr_deriv ?_
  rw [Real.rpow_sub_one hs.ne']
  ring

/-- A function of a positive scale factor whose derivative vanishes at every positive scale
keeps the value it has at scale one. -/
theorem eq_at_one_of_deriv_zero {g : ℝ → ℝ} (hg : ∀ s : ℝ, 0 < s → HasDerivAt g 0 s)
    {s : ℝ} (hs : 0 < s) : g s = g 1 :=
  isOpen_Ioi.is_const_of_deriv_eq_zero (s := Set.Ioi (0 : ℝ)) isPreconnected_Ioi
    (fun t ht => (hg t ht).differentiableAt.differentiableWithinAt)
    (fun t ht => (hg t ht).deriv) hs (Set.mem_Ioi.mpr one_pos)

/-- The virial relation forces homogeneity: let `D` be a set of configurations closed under
positive scaling, with `V` differentiable at each of its points. If the virial equals `k V`
on `D`, then `V(s x) = s^k V(x)` for every `x` in `D` and every `s > 0`. -/
theorem homogeneous_of_virial {V : E → ℝ} {D : Set E} {k : ℝ}
    (hD : ∀ x ∈ D, ∀ s : ℝ, 0 < s → s • x ∈ D)
    (hV : ∀ x ∈ D, DifferentiableAt ℝ V x)
    (hvir : ∀ x ∈ D, virial V x = k * V x)
    {x : E} (hx : x ∈ D) {s : ℝ} (hs : 0 < s) :
    V (s • x) = s ^ k * V x := by
  -- the reduced energy is constant along the ray
  have hconst : s ^ (-k) * V (s • x) = (1 : ℝ) ^ (-k) * V ((1 : ℝ) • x) := by
    refine eq_at_one_of_deriv_zero (g := fun t : ℝ => t ^ (-k) * V (t • x)) ?_ hs
    intro t ht
    refine (hasDerivAt_reduced_energy k ht (hV _ (hD x hx t ht))).congr_deriv ?_
    rw [hvir _ (hD x hx t ht), sub_self, mul_zero]
  rw [Real.one_rpow, one_mul, one_smul] at hconst
  -- undo the reduction by multiplying with `s^k`
  have hinv : s ^ k * s ^ (-k) = 1 := by
    rw [← Real.rpow_add hs, add_neg_cancel, Real.rpow_zero]
  rw [← hconst, ← mul_assoc, hinv, one_mul]

/-- If `V` is differentiable away from the origin and its virial equals `k V` there, then
`V(s x) = s^k V(x)` for all nonzero `x` and all `s > 0`. -/
theorem homogeneous_away_from_origin {V : E → ℝ} {k : ℝ}
    (hV : ∀ x : E, x ≠ 0 → DifferentiableAt ℝ V x)
    (hvir : ∀ x : E, x ≠ 0 → virial V x = k * V x)
    {x : E} (hx : x ≠ 0) {s : ℝ} (hs : 0 < s) :
    V (s • x) = s ^ k * V x :=
  homogeneous_of_virial (D := {y : E | y ≠ 0})
    (fun _ hy _ ht => smul_ne_zero ht.ne' hy) hV hvir hx hs

/-- For `N` particles in three dimensions, let `V` be differentiable wherever no two particles
coincide, with virial `k V` there. Then scaling all positions of such a configuration by
`s > 0` multiplies the energy by `s^k`. -/
theorem homogeneous_of_virial_particles {N : ℕ} {k : ℝ}
    {V : PiLp 2 (fun _ : Fin N => EuclideanSpace ℝ (Fin 3)) → ℝ}
    (hV : ∀ x, (∀ i j, i ≠ j → x i ≠ x j) → DifferentiableAt ℝ V x)
    (hvir : ∀ x, (∀ i j, i ≠ j → x i ≠ x j) → virial V x = k * V x)
    {x : PiLp 2 (fun _ : Fin N => EuclideanSpace ℝ (Fin 3))}
    (hx : ∀ i j, i ≠ j → x i ≠ x j) {s : ℝ} (hs : 0 < s) :
    V (s • x) = s ^ k * V x := by
  refine homogeneous_of_virial
    (D := {y : PiLp 2 (fun _ : Fin N => EuclideanSpace ℝ (Fin 3)) |
      ∀ i j : Fin N, i ≠ j → y i ≠ y j}) ?_ hV hvir hx hs
  -- scaling never makes two distinct positions coincide
  intro y hy t ht i j hij h
  have h' : t • y i = t • y j := by simpa only [PiLp.smul_apply] using h
  exact hy i j hij (smul_right_injective (EuclideanSpace ℝ (Fin 3)) ht.ne' h')

/-- If `V` is differentiable away from the origin with virial `k V` there, and has the same
value `c` on the whole unit sphere, then it is the power law `c ‖x‖^k` away from the origin. -/
theorem power_law_of_virial {V : E → ℝ} {k c : ℝ}
    (hV : ∀ x : E, x ≠ 0 → DifferentiableAt ℝ V x)
    (hvir : ∀ x : E, x ≠ 0 → virial V x = k * V x)
    (hc : ∀ u : E, ‖u‖ = 1 → V u = c) {x : E} (hx : x ≠ 0) :
    V x = c * ‖x‖ ^ k := by
  have hn : ‖x‖ ≠ 0 := norm_ne_zero_iff.mpr hx
  have hu : ‖(‖x‖⁻¹ • x)‖ = 1 := by
    rw [norm_smul, norm_inv, norm_norm, inv_mul_cancel₀ hn]
  -- scale the unit vector along `x` back to `x`
  have h := homogeneous_away_from_origin hV hvir
    (smul_ne_zero (inv_ne_zero hn) hx) (norm_pos_iff.mpr hx)
  rw [smul_smul, mul_inv_cancel₀ hn, one_smul, hc _ hu] at h
  rw [h, mul_comm]

/-- If `V` is differentiable away from the origin and its virial has the constant value `c`
there, then scaling a nonzero `x` by `s > 0` adds `c log s` to the energy. -/
theorem log_scaling_of_constant_virial {V : E → ℝ} {c : ℝ}
    (hV : ∀ x : E, x ≠ 0 → DifferentiableAt ℝ V x)
    (hvir : ∀ x : E, x ≠ 0 → virial V x = c)
    {x : E} (hx : x ≠ 0) {s : ℝ} (hs : 0 < s) :
    V (s • x) = V x + c * Real.log s := by
  have hconst : V (s • x) - c * Real.log s = V ((1 : ℝ) • x) - c * Real.log 1 := by
    refine eq_at_one_of_deriv_zero (g := fun t : ℝ => V (t • x) - c * Real.log t) ?_ hs
    intro t ht
    have hne : t • x ≠ 0 := smul_ne_zero ht.ne' hx
    refine ((hasDerivAt_scaling ht.ne' (hV _ hne)).fun_sub
      ((Real.hasDerivAt_log ht.ne').const_mul c)).congr_deriv ?_
    rw [hvir _ hne]
    ring
  rw [one_smul, Real.log_one, mul_zero, sub_zero] at hconst
  linarith

end

end VirialHomogeneity
```

```lean
#print axioms VirialHomogeneity.homogeneous_away_from_origin
-- 'VirialHomogeneity.homogeneous_away_from_origin' depends on axioms: [propext, Classical.choice, Quot.sound]
#print axioms VirialHomogeneity.homogeneous_of_virial_particles
-- 'VirialHomogeneity.homogeneous_of_virial_particles' depends on axioms: [propext, Classical.choice, Quot.sound]
#print axioms VirialHomogeneity.power_law_of_virial
-- 'VirialHomogeneity.power_law_of_virial' depends on axioms: [propext, Classical.choice, Quot.sound]
#print axioms VirialHomogeneity.log_scaling_of_constant_virial
-- 'VirialHomogeneity.log_scaling_of_constant_virial' depends on axioms: [propext, Classical.choice, Quot.sound]
```

## Pointwise virials, collisions and cutoffs

**What the statements say.** The space `E` is any real Hilbert space, including $\mathbb R^n$ with its Euclidean inner product. The definition `virial` is $W$ above, and `s ^ k` is a real power, so $k$ need not be an integer. The general theorem, `homogeneous_of_virial`, takes a set `D` of configurations closed under positive scaling (`hD`), differentiability at each of its points (`hV`) and the virial relation there (`hvir`). In `homogeneous_away_from_origin`, `D` is the space without the origin.

That choice is too large for pair potentials that diverge at contact, since particles can coincide at a nonzero $x$. `homogeneous_of_virial_particles` therefore asks for the hypotheses only where no two of the $N$ particles coincide. The type `PiLp 2` gives the $3N$ coordinates their usual Euclidean inner product. For $N\le1$ the non-coincidence condition is empty, and the hypotheses apply to all configurations.

**How the proof is built.** `virial_eq_fderiv` identifies the virial with the derivative of $V$ at $x$ applied to $x$. `hasDerivAt_scaling` is the chain rule: `comp_hasDerivAt` differentiates along the ray, and linearity of the derivative produces the factor $1/s$. `hasDerivAt_reduced_energy` applies the product rule to $g$; "reduced energy" here means $s^{-k}V(sx)$, not an energy in Lennard-Jones units. `eq_at_one_of_deriv_zero` uses the connectedness of the positive half-line to conclude that $g(s)=g(1)$.

The main theorem combines these results and cancels $s^{-k}$ against $s^k$. The particle version needs one further fact: a positive scaling never brings distinct positions together. `power_law_of_virial` applies the scaling law to the unit vector along $x$, and `log_scaling_of_constant_virial` repeats the constancy argument with the logarithm.

**What a code must supply.** The relation $W=kV$ is assumed at each configuration in the domain. Agreement at sampled frames, or between ensemble averages of $W$ and $kV$, does not establish it.

The step to a periodic simulation is left to the user. There the energy also depends on the box length $L$, and a volume move changes $L$ together with $x$. To use the same argument, $L$ has to count as a coordinate, and the virial gains the term $L\,\partial V/\partial L$.

**A plain cutoff breaks the scaling.** For one particle in an external potential, take $n>0$ and a cutoff radius $r_c>0$, and let

$$V(x)=\begin{cases}\|x\|^{-n}, & 0<\|x\|<r_c,\\ 0, & \|x\|\ge r_c.\end{cases}$$

With $k=-n$, the virial relation holds on both sides of the cutoff. It even holds formally at $\|x\|=r_c$, because Mathlib sets the gradient to zero where $V$ is not differentiable. Yet for $\|x\|=r_c/2$ and $s=2$ the scaled energy is $0$, while $2^{-n}V(x)$ is positive. The only failure of differentiability away from the origin is the jump at $r_c$, so the example shows that the differentiability hypothesis cannot simply be dropped on that sphere.

Shifting the inner branch by $-r_c^{-n}$ removes the jump but breaks the virial relation: inside the cutoff $W$ is unchanged, while $kV$ is not.
